# Lorentzian broadening and inversion commute for the loss spectrum of a damped oscillator

## Two ways to broaden a loss spectrum

A fast electron crossing a film loses energy in the bulk of the material with a spectrum governed by −Im(1/ε), where ε is the material's permittivity; surface losses are left out here. To mimic finite resolution, a calculated spectrum is often smeared with a Lorentzian. One may smear ε and then invert it, or invert first and smear the loss. Inversion is nonlinear, so agreement is not obvious.

## One oscillator, one Lorentzian

Take strength f, frequency w0, damping g and half-width h, all positive, and any real w. Define

D(z) = w0² − z² − igz,  ε(z) = 1 + f/D(z),

K(s) = (h/π)/((w−s)² + h²).

Then, integrating over all real s,

∫ K(s) ε(s) ds = ε(w+ih),  ∫ K(s)/ε(s) ds = 1/ε(w+ih).

For this single-oscillator model, both orders therefore give the same loss spectrum, provided the complex ε is averaged and both averages run over negative as well as positive frequencies.

## Averaging as evaluation at w+ih

Substituting s = w+hu gives ∫K ds = (1/π)∫du/(1+u²) = 1.

Let F be analytic with |F| ≤ M for Im z ≥ 0. Put a = w+ih, b = w−ih and

G(z) = (F(z) − F(a))/((z−a)(z−b)).

The singularity at a is removable, and b lies below the real axis. For large |z|, both |z−a| and |z−b| exceed |z|/2, so |G| ≤ 8M/|z|². On the rectangle with corners ±R and ±R+iR, the top and sides have total length 4R and contribute at most 32M/R → 0. Cauchy's theorem gives ∫G ds = 0. Since (s−a)(s−b) = (w−s)² + h²,

K(s)(F(s) − F(a)) = (h/π)G(s),

and hence ∫KF ds = F(a).

## Why ε and 1/ε both qualify

With z = x+iy and y ≥ 0,

Re D = w0² − x² + y² + gy,  Im D = −x(2y+g).

If |x| ≤ w0/2, then Re D ≥ 3w0²/4; otherwise |Im D| ≥ w0g/2. So |D| stays above a positive constant, and ε is analytic and bounded. Moreover,

1/ε = D/(D+f) = 1 − f/(D+f),

an oscillator response with strength −f and squared frequency w0²+f, to which the same bound applies. Taking −Im of the second average gives the loss identity.

## An average for which the order matters

Let f = w0 = g = 1 and average over frequencies 0 and 1 with equal weights. Here ε(0) = 2 and ε(1) = 1+i. The mean (3+i)/2 has inverse (3−i)/5 and loss 1/5. The separate losses, 0 and 1/2, average to 1/4.

## The statement in Lean

`lorentzian w h s` is K(s), `broaden h F w` is the complex average over real s, `permittivity` is ε and `loss` is −Im(1/ε). The sign of the damping term fixes the time convention e^(−iwt), with poles in the lower half-plane. The model is local, with background permittivity 1; `0 < w0` means a bound oscillator, which excludes the Drude metal.

`broaden_permittivity_and_inverse` states the two averages, `broadened_loss_eq_loss_broadened` the equality of spectra, and `two_point_order_matters` the counter-example.

```lean
import Mathlib

open MeasureTheory Filter Topology
open Complex (I)
open scoped Real

namespace BroadeningOrder

noncomputable section

/-- The Lorentzian weight of half-width `h > 0` centred at the frequency `w`. -/
def lorentzian (w h s : ℝ) : ℝ := (h / π) / ((w - s) ^ 2 + h ^ 2)

/-- The average of a response function `F` over real frequencies with Lorentzian weight. -/
def broaden (h : ℝ) (F : ℂ → ℂ) (w : ℝ) : ℂ := ∫ s : ℝ, (lorentzian w h s : ℂ) * F s

/-- The permittivity of a damped oscillator with strength `f`, frequency `w0` and damping `g`,
at complex frequencies `z` where `w0² - z² - igz` is nonzero. -/
def permittivity (f w0 g : ℝ) (z : ℂ) : ℂ := 1 + f / ((w0 : ℂ) ^ 2 - z ^ 2 - I * g * z)

/-- The energy-loss function `-Im (1/e)` of a nonzero permittivity `e`. -/
def loss (e : ℂ) : ℝ := (-e⁻¹).im

/-- The Lorentzian weight of positive width is integrable and has unit area. -/
theorem lorentzian_normalized (w : ℝ) {h : ℝ} (hh : 0 < h) :
    Integrable (lorentzian w h) ∧ (∫ s, lorentzian w h s) = 1 := by
  have key : lorentzian w h = fun s => (1 / (π * h)) * (1 + ((s - w) / h) ^ 2)⁻¹ := by
    funext s
    have hQ : (w - s) ^ 2 + h ^ 2 ≠ 0 := by positivity
    have h2 : 1 + ((s - w) / h) ^ 2 = ((w - s) ^ 2 + h ^ 2) / h ^ 2 := by
      rw [eq_div_iff (pow_ne_zero 2 hh.ne'), add_mul, div_pow,
        div_mul_cancel₀ _ (pow_ne_zero 2 hh.ne')]
      ring
    rw [h2, lorentzian, inv_div]
    field_simp
  constructor
  · rw [key]
    exact ((integrable_inv_one_add_sq.comp_div hh.ne').comp_sub_right w).const_mul _
  · have e1 : (∫ s : ℝ, (1 + ((s - w) / h) ^ 2)⁻¹) = ∫ s : ℝ, (1 + (s / h) ^ 2)⁻¹ :=
      integral_sub_right_eq_self (fun s : ℝ => (1 + (s / h) ^ 2)⁻¹) w
    have e2 : (∫ s : ℝ, (1 + (s / h) ^ 2)⁻¹) = |h| • ∫ s : ℝ, (1 + s ^ 2)⁻¹ :=
      Measure.integral_comp_div (fun s : ℝ => (1 + s ^ 2)⁻¹) h
    simp only [key]
    rw [integral_const_mul, e1, e2, integral_univ_inv_one_add_sq, abs_of_pos hh, smul_eq_mul]
    field_simp

/-- A function analytic in the closed upper half-plane, decaying throughout that half-plane at least
as fast as `1/|z|²` for large `|z|`, and integrable on the real line, has zero integral over real
frequencies. -/
theorem integral_eq_zero_of_decay {G : ℂ → ℂ} {C r : ℝ}
    (hG : DifferentiableOn ℂ G {z | 0 ≤ z.im})
    (hC : ∀ z : ℂ, 0 ≤ z.im → r ≤ ‖z‖ → ‖G z‖ * ‖z‖ ^ 2 ≤ C)
    (hint : Integrable (fun s : ℝ => G s)) : (∫ s : ℝ, G s) = 0 := by
  have hlim : Tendsto (fun R : ℝ => ∫ x in (-R)..R, G x) atTop (𝓝 (∫ s : ℝ, G s)) :=
    intervalIntegral_tendsto_integral hint tendsto_neg_atTop_atBot tendsto_id
  have tri : ∀ T A B : ℂ, ‖T - I * A + I * B‖ ≤ ‖T‖ + ‖A‖ + ‖B‖ := fun T A B => by
    have h1 := norm_add_le (T - I * A) (I * B)
    have h2 := norm_sub_le T (I * A)
    simp only [norm_mul, Complex.norm_I, one_mul] at h1 h2
    linarith
  refine tendsto_nhds_unique hlim (squeeze_zero_norm' (a := fun R : ℝ => 4 * C / R) ?_
    (tendsto_const_nhds.div_atTop tendsto_id))
  filter_upwards [eventually_ge_atTop r, eventually_gt_atTop 0] with R hr hR
  have hP : ∀ z : ℂ, 0 ≤ z.im → R ≤ ‖z‖ → ‖G z‖ ≤ C / R ^ 2 := fun z hz hRz => by
    rw [le_div_iff₀ (by positivity)]
    exact le_trans (by gcongr) (hC z hz (hr.trans hRz))
  -- Cauchy's theorem on the rectangle with corners -R and R + iR
  have hb := Complex.integral_boundary_rect_eq_zero_of_differentiableOn G ⟨-R, 0⟩ ⟨R, R⟩
    (hG.mono fun z hz => by
      have h2 : z.im ∈ Set.uIcc (0 : ℝ) R := (Complex.mem_reProdIm.1 hz).2
      rw [Set.uIcc_of_le hR.le] at h2
      exact h2.1)
  simp only [Complex.ofReal_zero, zero_mul, add_zero, smul_eq_mul] at hb
  have hT : ‖∫ x in (-R)..R, G ((x : ℂ) + R * I)‖ ≤ C / R ^ 2 * |R - -R| :=
    intervalIntegral.norm_integral_le_of_norm_le_const fun x _ => by
      have him : ((x : ℂ) + R * I).im = R := by simp
      refine hP _ (by rw [him]; exact hR.le) ?_
      have := (le_abs_self _).trans (Complex.abs_im_le_norm ((x : ℂ) + R * I))
      rwa [him] at this
  have hS : ∀ q : ℝ, |q| = R →
      ‖∫ y in (0 : ℝ)..R, G ((q : ℂ) + y * I)‖ ≤ C / R ^ 2 * |R - 0| := fun q hq =>
    intervalIntegral.norm_integral_le_of_norm_le_const fun y hy => by
      rw [Set.uIoc_of_le hR.le] at hy
      have him : ((q : ℂ) + y * I).im = y := by simp
      have hre : ((q : ℂ) + y * I).re = q := by simp
      refine hP _ (by rw [him]; exact hy.1.le) ?_
      have := Complex.abs_re_le_norm ((q : ℂ) + y * I)
      rwa [hre, hq] at this
  have hA := hS R (abs_of_pos hR)
  have hB := hS (-R) (by rw [abs_neg, abs_of_pos hR])
  have e : (∫ x in (-R)..R, G x) = (∫ x in (-R)..R, G ((x : ℂ) + R * I))
      - I * (∫ y in (0 : ℝ)..R, G ((R : ℂ) + y * I))
      + I * (∫ y in (0 : ℝ)..R, G (((-R : ℝ) : ℂ) + y * I)) := by
    linear_combination hb
  rw [abs_of_pos (by linarith)] at hT hA hB
  have hsum : C / R ^ 2 * (R - -R) + C / R ^ 2 * (R - 0) + C / R ^ 2 * (R - 0)
      = 4 * C / R := by
    field_simp
    ring
  rw [e, ← hsum]
  exact (tri _ _ _).trans (by gcongr)

/-- A response analytic and bounded in the closed upper half-plane is integrable against a
Lorentzian of positive width. -/
theorem integrable_lorentzian_mul {F : ℂ → ℂ} {M h : ℝ}
    (hF : DifferentiableOn ℂ F {z | 0 ≤ z.im}) (hM : ∀ z : ℂ, 0 ≤ z.im → ‖F z‖ ≤ M)
    (w : ℝ) (hh : 0 < h) : Integrable (fun s : ℝ => (lorentzian w h s : ℂ) * F s) := by
  have hL := (lorentzian_normalized w hh).1
  have hc : Continuous (fun s : ℝ => F s) :=
    hF.continuousOn.comp_continuous Complex.continuous_ofReal (fun s => by simp)
  refine (hL.const_mul M).mono' ((Complex.continuous_ofReal.comp_aestronglyMeasurable
    hL.aestronglyMeasurable).mul hc.aestronglyMeasurable) (ae_of_all _ fun s => ?_)
  have hK : 0 ≤ lorentzian w h s := by unfold lorentzian; positivity
  rw [norm_mul, Complex.norm_real, Real.norm_of_nonneg hK, mul_comm]
  exact mul_le_mul_of_nonneg_right (hM s (by simp)) hK

/-- Lorentzian broadening of positive width `h` evaluates any response that is analytic and
bounded in the closed upper half-plane at the complex frequency `w + ih`. -/
theorem broaden_eq_eval {F : ℂ → ℂ} {M h : ℝ}
    (hF : DifferentiableOn ℂ F {z | 0 ≤ z.im}) (hM : ∀ z : ℂ, 0 ≤ z.im → ‖F z‖ ≤ M)
    (w : ℝ) (hh : 0 < h) : broaden h F w = F (w + h * I) := by
  unfold broaden
  obtain ⟨a, ha⟩ : ∃ a : ℂ, a = w + h * I := ⟨_, rfl⟩
  obtain ⟨b, hb⟩ : ∃ b : ℂ, b = w - h * I := ⟨_, rfl⟩
  rw [← ha]
  have haim : a.im = h := by rw [ha]; simp
  have hbim : b.im = -h := by rw [hb]; simp
  have ha0 : 0 ≤ a.im := by rw [haim]; exact hh.le
  have hM0 : 0 ≤ M := (norm_nonneg _).trans (hM a ha0)
  have hprod : ∀ s : ℝ, ((s : ℂ) - a) * (s - b) = ((w : ℂ) - s) ^ 2 + (h : ℂ) ^ 2 := by
    intro s
    rw [ha, hb]
    linear_combination (-(h : ℂ) ^ 2) * Complex.I_sq
  -- subtracting F a removes the pole of the Lorentzian in the upper half-plane
  obtain ⟨G, hGd⟩ : ∃ G : ℂ → ℂ, ∀ z, G z = dslope F a z / (z - b) := ⟨_, fun _ => rfl⟩
  have hpt : ∀ s : ℝ, (lorentzian w h s : ℂ) * (F s - F a) = ((h : ℂ) / π) * G s := by
    intro s
    have hne : (s : ℂ) ≠ a := fun e => by
      have := congrArg Complex.im e
      rw [Complex.ofReal_im, haim] at this
      linarith
    have hK : (lorentzian w h s : ℂ) = (h : ℂ) / π / (((s : ℂ) - a) * (s - b)) := by
      rw [hprod s]
      simp only [lorentzian, Complex.ofReal_div, Complex.ofReal_add, Complex.ofReal_pow,
        Complex.ofReal_sub]
    rw [hGd, dslope_of_ne F hne, slope_def_field, hK, div_div (F s - F a)]
    ring
  have hnhds : {z : ℂ | 0 ≤ z.im} ∈ 𝓝 a :=
    mem_of_superset ((isOpen_lt continuous_const Complex.continuous_im).mem_nhds
      (show (0 : ℝ) < a.im by rw [haim]; exact hh))
      (fun z hz => (show (0 : ℝ) < z.im from hz).le)
  have hG : DifferentiableOn ℂ G {z | 0 ≤ z.im} := by
    refine (((Complex.differentiableOn_dslope hnhds).2 hF).div
      (differentiableOn_id.sub_const b) fun z hz e => ?_).congr (fun z _ => hGd z)
    have h1 : z.im = b.im := congrArg Complex.im (sub_eq_zero.1 e)
    have h2 : 0 ≤ z.im := hz
    linarith
  have hdecay : ∀ z : ℂ, 0 ≤ z.im → 2 * ‖a‖ + 2 * ‖b‖ + 1 ≤ ‖z‖ →
      ‖G z‖ * ‖z‖ ^ 2 ≤ 8 * M := by
    intro z hz hr
    have na := norm_nonneg a
    have nb := norm_nonneg b
    have hp : ‖z‖ / 2 ≤ ‖z - a‖ := by linarith [norm_sub_norm_le z a]
    have hq : ‖z‖ / 2 ≤ ‖z - b‖ := by linarith [norm_sub_norm_le z b]
    have hp0 : 0 < ‖z - a‖ := by linarith
    have hq0 : 0 < ‖z - b‖ := by linarith
    have hN : ‖F z - F a‖ ≤ 2 * M := by
      linarith [norm_sub_le (F z) (F a), hM z hz, hM a ha0]
    have hpq := mul_le_mul hp hq (by positivity) hp0.le
    rw [hGd, dslope_of_ne F (sub_ne_zero.1 (norm_pos_iff.1 hp0)), slope_def_field,
      norm_div, norm_div, div_div, div_mul_eq_mul_div, div_le_iff₀ (mul_pos hp0 hq0)]
    calc ‖F z - F a‖ * ‖z‖ ^ 2 ≤ 2 * M * ‖z‖ ^ 2 := by gcongr
      _ = 8 * M * (‖z‖ / 2 * (‖z‖ / 2)) := by ring
      _ ≤ 8 * M * (‖z - a‖ * ‖z - b‖) := by gcongr
  have hKF := integrable_lorentzian_mul hF hM w hh
  have hKc : Integrable (fun s : ℝ => (lorentzian w h s : ℂ) * F a) :=
    (integrable_lorentzian_mul (F := fun _ => F a) (differentiableOn_const _)
      (fun _ _ => le_refl ‖F a‖) w hh)
  have hsub : ∀ s : ℝ, (lorentzian w h s : ℂ) * F s - (lorentzian w h s : ℂ) * F a
      = ((h : ℂ) / π) * G s := fun s => by rw [← mul_sub, hpt]
  have hGint : Integrable (fun s : ℝ => G s) := by
    have hh' : (h : ℂ) ≠ 0 := Complex.ofReal_ne_zero.2 hh.ne'
    have hpi : (π : ℂ) ≠ 0 := Complex.ofReal_ne_zero.2 Real.pi_ne_zero
    have hc : ((π : ℂ) / h) * ((h : ℂ) / π) = 1 := by field_simp
    refine ((hKF.sub hKc).const_mul ((π : ℂ) / h)).congr (ae_of_all _ fun s => ?_)
    change ((π : ℂ) / h) * ((lorentzian w h s : ℂ) * F s - (lorentzian w h s : ℂ) * F a) = G s
    rw [hsub, ← mul_assoc, hc, one_mul]
  have h1 : (∫ s : ℝ, ((lorentzian w h s : ℂ) * F s - (lorentzian w h s : ℂ) * F a)) = 0 := by
    simp_rw [hsub]
    rw [integral_const_mul, integral_eq_zero_of_decay hG hdecay hGint, mul_zero]
  have h2 : (∫ s : ℝ, (lorentzian w h s : ℂ)) = ((∫ s : ℝ, lorentzian w h s : ℝ) : ℂ) :=
    integral_ofReal
  rw [integral_sub hKF hKc, integral_mul_const, h2, (lorentzian_normalized w hh).2,
    Complex.ofReal_one, one_mul] at h1
  exact sub_eq_zero.1 h1

/-- For positive frequency and damping, the resonance denominator stays a fixed distance away
from zero in the closed upper half-plane. -/
theorem denominator_bound {w0 g : ℝ} (hw : 0 < w0) (hg : 0 < g) {z : ℂ} (hz : 0 ≤ z.im) :
    0 < min (w0 ^ 2 / 2) (w0 / 2 * g) ∧
      min (w0 ^ 2 / 2) (w0 / 2 * g) ≤ ‖(w0 : ℂ) ^ 2 - z ^ 2 - I * g * z‖ := by
  refine ⟨lt_min (half_pos (pow_pos hw 2)) (mul_pos (half_pos hw) hg), ?_⟩
  have hre : ((w0 : ℂ) ^ 2 - z ^ 2 - I * g * z).re
      = w0 ^ 2 - z.re ^ 2 + z.im ^ 2 + g * z.im := by
    simp only [pow_two, Complex.sub_re, Complex.mul_re, Complex.mul_im, Complex.I_re,
      Complex.I_im, Complex.ofReal_re, Complex.ofReal_im]
    ring
  have him : ((w0 : ℂ) ^ 2 - z ^ 2 - I * g * z).im = -(z.re * (2 * z.im + g)) := by
    simp only [pow_two, Complex.sub_im, Complex.mul_re, Complex.mul_im, Complex.I_re,
      Complex.I_im, Complex.ofReal_re, Complex.ofReal_im]
    ring
  rcases le_total |z.re| (w0 / 2) with hx | hx
  · -- near the imaginary axis the real part is large
    refine (min_le_left _ _).trans (le_trans ?_
      ((le_abs_self _).trans (Complex.abs_re_le_norm _)))
    have h2 := pow_le_pow_left₀ (abs_nonneg z.re) hx 2
    rw [sq_abs] at h2
    rw [hre]
    nlinarith [mul_nonneg hg.le hz, sq_nonneg z.im, sq_nonneg w0]
  · -- elsewhere the damping term is large
    refine (min_le_right _ _).trans (le_trans ?_ (Complex.abs_im_le_norm _))
    rw [him, abs_neg, abs_mul, abs_of_pos (show 0 < 2 * z.im + g by linarith)]
    exact mul_le_mul hx (by linarith) hg.le (abs_nonneg _)

/-- For positive frequency and damping, and any real strength, the oscillator permittivity is
analytic and bounded in the closed upper half-plane. -/
theorem permittivity_regular (f : ℝ) {w0 g : ℝ} (hw : 0 < w0) (hg : 0 < g) :
    DifferentiableOn ℂ (permittivity f w0 g) {z | 0 ≤ z.im} ∧
      ∃ M : ℝ, ∀ z : ℂ, 0 ≤ z.im → ‖permittivity f w0 g z‖ ≤ M := by
  have hm : 0 < min (w0 ^ 2 / 2) (w0 / 2 * g) := lt_min (by positivity) (by positivity)
  refine ⟨fun z hz => DifferentiableAt.differentiableWithinAt ?_,
    1 + |f| / min (w0 ^ 2 / 2) (w0 / 2 * g), fun z hz => ?_⟩
  · have hne := norm_pos_iff.1 (hm.trans_le (denominator_bound hw hg hz).2)
    have hd : DifferentiableAt ℂ (fun z : ℂ => (w0 : ℂ) ^ 2 - z ^ 2 - I * g * z) z := by
      fun_prop
    exact ((differentiableAt_const (f : ℂ)).div hd hne).const_add 1
  · have hb := (denominator_bound hw hg hz).2
    refine (norm_add_le _ _).trans ?_
    rw [norm_one, norm_div, Complex.norm_real, Real.norm_eq_abs]
    gcongr

/-- For positive strength, frequency and damping, the permittivity has no zero in the closed
upper half-plane, and its inverse is an oscillator response of strength `-f` and frequency
`√(w0² + f)`. -/
theorem permittivity_inv {f w0 g : ℝ} (hf : 0 < f) (hw : 0 < w0) (hg : 0 < g) {z : ℂ}
    (hz : 0 ≤ z.im) : permittivity f w0 g z ≠ 0 ∧
      (permittivity f w0 g z)⁻¹ = permittivity (-f) (√(w0 ^ 2 + f)) g z := by
  have hne : ∀ v : ℝ, 0 < v → (v : ℂ) ^ 2 - z ^ 2 - I * g * z ≠ 0 := fun v hv =>
    norm_pos_iff.1 ((denominator_bound hv hg hz).1.trans_le (denominator_bound hv hg hz).2)
  have hs : ((√(w0 ^ 2 + f) : ℝ) : ℂ) ^ 2 = (w0 : ℂ) ^ 2 + f := by
    rw [← Complex.ofReal_pow, Real.sq_sqrt (by positivity)]
    simp
  have hD := hne w0 hw
  have hD' := hne (√(w0 ^ 2 + f)) (Real.sqrt_pos.2 (by positivity))
  obtain ⟨D, hDd⟩ : ∃ D : ℂ, D = (w0 : ℂ) ^ 2 - z ^ 2 - I * g * z := ⟨_, rfl⟩
  have hshift : (w0 : ℂ) ^ 2 + f - z ^ 2 - I * g * z = D + f := by rw [hDd]; ring
  rw [hs, hshift] at hD'
  rw [← hDd] at hD
  have e1 : permittivity f w0 g z = (D + f) / D := by
    rw [permittivity, ← hDd, add_div, div_self hD]
  have e2 : permittivity (-f) (√(w0 ^ 2 + f)) g z = 1 - f / (D + f) := by
    rw [permittivity, hs, hshift, Complex.ofReal_neg]
    ring
  refine ⟨by rw [e1]; exact div_ne_zero hD' hD, ?_⟩
  rw [e1, e2, inv_div, eq_sub_iff_add_eq, ← add_div, div_self hD']

/-- For positive strength, frequency, damping and width, Lorentzian broadening turns the
permittivity into its value at `w + ih`, and the inverse permittivity into the inverse of that
same value. -/
theorem broaden_permittivity_and_inverse {f w0 g h : ℝ} (hf : 0 < f) (hw : 0 < w0)
    (hg : 0 < g) (hh : 0 < h) (w : ℝ) :
    broaden h (permittivity f w0 g) w = permittivity f w0 g (w + h * I) ∧
      broaden h (fun z => (permittivity f w0 g z)⁻¹) w
        = (permittivity f w0 g (w + h * I))⁻¹ := by
  obtain ⟨hd, M, hM⟩ := permittivity_regular f hw hg
  obtain ⟨hd', M', hM'⟩ := permittivity_regular (-f)
    (Real.sqrt_pos.2 (show 0 < w0 ^ 2 + f by positivity)) hg
  refine ⟨broaden_eq_eval hd hM w hh, ?_⟩
  have e : broaden h (fun z => (permittivity f w0 g z)⁻¹) w
      = broaden h (permittivity (-f) (√(w0 ^ 2 + f)) g) w := by
    unfold broaden
    refine integral_congr_ae (ae_of_all _ fun s => ?_)
    simp only [(permittivity_inv hf hw hg (z := (s : ℂ)) (by simp)).2]
  rw [e, broaden_eq_eval hd' hM' w hh,
    (permittivity_inv hf hw hg (z := (w : ℂ) + h * I) (by simpa using hh.le)).2]

/-- For positive strength, frequency, damping and width, the Lorentzian-broadened loss spectrum
equals the loss function of the Lorentzian-broadened permittivity. -/
theorem broadened_loss_eq_loss_broadened {f w0 g h : ℝ} (hf : 0 < f) (hw : 0 < w0)
    (hg : 0 < g) (hh : 0 < h) (w : ℝ) :
    (∫ s : ℝ, lorentzian w h s * loss (permittivity f w0 g s))
      = loss (broaden h (permittivity f w0 g) w) := by
  obtain ⟨hd, M, hM⟩ := permittivity_regular (-f)
    (Real.sqrt_pos.2 (show 0 < w0 ^ 2 + f by positivity)) hg
  have him : (∫ s : ℝ, Complex.imCLM ((lorentzian w h s : ℂ)
      * permittivity (-f) (√(w0 ^ 2 + f)) g s))
      = Complex.imCLM (broaden h (permittivity (-f) (√(w0 ^ 2 + f)) g) w) :=
    Complex.imCLM.integral_comp_comm (integrable_lorentzian_mul hd hM w hh)
  have hpt : ∀ s : ℝ, lorentzian w h s * loss (permittivity f w0 g s)
      = -Complex.imCLM ((lorentzian w h s : ℂ)
        * permittivity (-f) (√(w0 ^ 2 + f)) g s) := fun s => by
    rw [loss, (permittivity_inv hf hw hg (z := (s : ℂ)) (by simp)).2, Complex.imCLM_apply,
      Complex.im_ofReal_mul, Complex.neg_im, mul_neg]
  simp_rw [hpt]
  rw [integral_neg, him, broaden_eq_eval hd hM w hh, Complex.imCLM_apply,
    (broaden_permittivity_and_inverse hf hw hg hh w).1, loss,
    (permittivity_inv hf hw hg (z := (w : ℂ) + h * I) (by simpa using hh.le)).2,
    Complex.neg_im]

/-- With unit strength, frequency and damping, averaging over the two frequencies 0 and 1 with
equal weights gives loss 1/5 if the permittivity is averaged and 1/4 if the loss is averaged. -/
theorem two_point_order_matters :
    loss ((permittivity 1 1 1 0 + permittivity 1 1 1 1) / 2) = 1 / 5 ∧
      (loss (permittivity 1 1 1 0) + loss (permittivity 1 1 1 1)) / 2 = 1 / 4 := by
  have e0 : permittivity 1 1 1 0 = 2 := by norm_num [permittivity]
  have e1 : permittivity 1 1 1 1 = 1 + I := by simp [permittivity]
  have i0 : (2 : ℂ)⁻¹ = ((1 / 2 : ℝ) : ℂ) - ((0 : ℝ) : ℂ) * I :=
    inv_eq_of_mul_eq_one_right (by push_cast; ring)
  have i1 : (1 + I)⁻¹ = ((1 / 2 : ℝ) : ℂ) - ((1 / 2 : ℝ) : ℂ) * I :=
    inv_eq_of_mul_eq_one_right (by push_cast; linear_combination (-1 / 2 : ℂ) * Complex.I_sq)
  have i2 : ((2 + (1 + I)) / 2)⁻¹ = ((3 / 5 : ℝ) : ℂ) - ((1 / 5 : ℝ) : ℂ) * I :=
    inv_eq_of_mul_eq_one_right (by push_cast; linear_combination (-1 / 10 : ℂ) * Complex.I_sq)
  have him : ∀ x y : ℝ, (-((x : ℂ) - (y : ℂ) * I)).im = y := fun x y => by simp
  rw [e0, e1]
  unfold loss
  rw [i0, i1, i2, him, him, him]
  norm_num

end

end BroadeningOrder
```

```lean
#print axioms BroadeningOrder.broadened_loss_eq_loss_broadened
-- 'BroadeningOrder.broadened_loss_eq_loss_broadened' depends on axioms: [propext, Classical.choice, Quot.sound]
#print axioms BroadeningOrder.two_point_order_matters
-- 'BroadeningOrder.two_point_order_matters' depends on axioms: [propext, Classical.choice, Quot.sound]
```

## From contour to code

- `lorentzian_normalized` proves unit area by shifting and rescaling. `integral_eq_zero_of_decay` applies Cauchy's theorem to the rectangle and squeezes the remainder with `4 * C / R`.
- `integrable_lorentzian_mul` bounds the integrand by M·K. In `broaden_eq_eval`, `dslope F a` is the difference quotient with its singularity at a filled in.
- `denominator_bound` splits on |x| against w0/2, and `permittivity_regular` turns the bound into analyticity and boundedness for any real strength. This allows the strength −f supplied by `permittivity_inv`.
- The loss theorem moves the imaginary part through the integral with `Complex.imCLM`. The two-point example verifies explicit inverses.

## Several oscillators, and a different definition

The same argument extends to a sum of oscillators with positive strengths: for Im z ≥ 0 their contributions to Im ε share the sign of x, and on the imaginary axis ε > 1, so ε has no zero in the closed upper half-plane. Since also ε → 1 as |z| → ∞, 1/ε is bounded there.

Broadening could also be defined as the substitution w → w+ih. The order question would then be trivial, but the link to smearing over real frequencies would still need a proof, such as the contour argument above.
